# A singlet pair in the orbitals √a g ± √b u is the two-configuration function 2(a g⊗g − b u⊗u)

Take two real orbitals $g$ and $u$, and put one electron in $g+u$ and the other in $g-u$, coupled to a singlet. The spatial function is symmetric under exchange of the electrons:

$$(g+u)\otimes(g-u)+(g-u)\otimes(g+u)=2\,(g\otimes g-u\otimes u).$$

The first product contains $-g\otimes u+u\otimes g$, the second contains the opposite, and they cancel. What remains is a difference of two doubly occupied configurations. With coefficients $a,b>0$ for the two configurations, the orbitals become

$$p=\sqrt a\,g+\sqrt b\,u,\qquad q=\sqrt a\,g-\sqrt b\,u,$$

and the pair function becomes $2(a\,g\otimes g-b\,u\otimes u)$. If $g$ and $u$ are orthonormal, the normalized overlap of $p$ and $q$ is $S=(a-b)/(a+b)$.

For a single electron pair in real orbitals, this identifies the generalized-valence-bond (GVB) form, with two overlapping orbitals, with a two-configuration wavefunction. In a minimal-basis picture of H₂, $g$ and $u$ are the bonding and antibonding orbitals.

## Real orbitals and the cancellation that needs no orthogonality

Orbitals are vectors of a real inner-product space `E`, of any dimension and not necessarily complete. Two-electron spatial functions live in `E ⊗[ℝ] E`.

In Lean 4 with Mathlib:

```lean
import Mathlib

open scoped TensorProduct

namespace GVBPair

noncomputable section

variable {E : Type*} [NormedAddCommGroup E] [InnerProductSpace ℝ E]
```

The definitions `gvbPlus` and `gvbMinus` are $p$ and $q$.

```lean
/-- The first orbital of the pair, `√a g + √b u`, for `a, b ≥ 0`. -/
def gvbPlus (a b : ℝ) (g u : E) : E := √a • g + √b • u

/-- The second orbital of the pair, `√a g - √b u`, for `a, b ≥ 0`. -/
def gvbMinus (a b : ℝ) (g u : E) : E := √a • g - √b • u
```

The pair function is left unnormalized, and the antisymmetric singlet spin factor is understood, not represented. The overlap is the inner product divided by both norms.

```lean
/-- The unnormalized spatial function of two singlet-coupled electrons in orbitals `p` and `q`. -/
def singletPair (p q : E) : E ⊗[ℝ] E := p ⊗ₜ[ℝ] q + q ⊗ₜ[ℝ] p

/-- The overlap of two nonzero orbitals after each has been normalized. -/
def overlap (p q : E) : ℝ := inner ℝ p q / (‖p‖ * ‖q‖)
```

For arbitrary real $c,d$ the expansion reads

$$\begin{aligned}
(cg+du)\otimes(cg-du)&=c^2\,g\otimes g-cd\,g\otimes u+cd\,u\otimes g-d^2\,u\otimes u,\\
(cg-du)\otimes(cg+du)&=c^2\,g\otimes g+cd\,g\otimes u-cd\,u\otimes g-d^2\,u\otimes u.
\end{aligned}$$

Adding the lines gives $2(c^2\,g\otimes g-d^2\,u\otimes u)$. No condition on $g$ or $u$ enters. In the proof, `simp only` performs the bilinear expansion and `module` collects the terms.

```lean
/-- The singlet pair built from `c g + d u` and `c g - d u` contains only the two
doubly occupied configurations, with coefficients `2c²` and `-2d²`. -/
theorem singletPair_add_sub (c d : ℝ) (g u : E) :
    singletPair (c • g + d • u) (c • g - d • u) =
      (2 : ℝ) • (c ^ 2 • (g ⊗ₜ[ℝ] g) - d ^ 2 • (u ⊗ₜ[ℝ] u)) := by
  simp only [singletPair, TensorProduct.add_tmul, TensorProduct.tmul_add,
    TensorProduct.sub_tmul, TensorProduct.tmul_sub, ← TensorProduct.smul_tmul',
    TensorProduct.tmul_smul]
  module
```

## Non-negative a and b fix the relative sign

Setting $c=\sqrt a$ and $d=\sqrt b$ requires $a,b\ge0$. By hand this is used in $(\sqrt a)^2=a$ and $(\sqrt b)^2=b$; in the proof it enters through `Real.sq_sqrt`.

Physically, the condition says that the two configurations enter with opposite signs, or that at least one is absent. If $b$ were negative with $a$ positive, both coefficients would have the same sign, and the same construction would need the imaginary coefficient $\sqrt b=i\sqrt{|b|}$, hence complex orbitals.

```lean
/-- For `a, b ≥ 0`, the singlet pair of `√a g + √b u` and `√a g - √b u` equals `2(a g⊗g - b u⊗u)`.
-/
theorem singletPair_gvb {a b : ℝ} (ha : 0 ≤ a) (hb : 0 ≤ b) (g u : E) :
    singletPair (gvbPlus a b g u) (gvbMinus a b g u) =
      (2 : ℝ) • (a • (g ⊗ₜ[ℝ] g) - b • (u ⊗ₜ[ℝ] u)) := by
  have h := singletPair_add_sub (√a) (√b) g u
  rw [Real.sq_sqrt ha, Real.sq_sqrt hb] at h
  exact h
```

## Orthonormal g and u fix the overlap

The hypotheses `hg`, `hu` and `hgu` say that $g$ and $u$ are normalized and mutually orthogonal, as two molecular orbitals of different symmetry would be after normalization. Then

$$\langle p,q\rangle=a\|g\|^2-b\|u\|^2=a-b,$$

$$\|p\|^2=a+b+2\sqrt{ab}\,\langle g,u\rangle=a+b,\qquad
\|q\|^2=a+b-2\sqrt{ab}\,\langle g,u\rangle=a+b.$$

Orthogonality is needed only for the norms, since the cross terms in $\langle p,q\rangle$ cancel by symmetry. For unit vectors with $\langle g,u\rangle=t$, the overlap would instead be $(a-b)/\sqrt{(a+b)^2-4abt^2}$ whenever $p$ and $q$ are nonzero.

The proof expands all three inner products at once. Each `linear_combination` then replaces $\sqrt a\sqrt a$ and $\sqrt b\sqrt b$ by $a$ and $b$.

```lean
/-- For orthonormal `g` and `u` and `a, b ≥ 0`, the two orbitals `√a g + √b u` and `√a g - √b u`
have inner product `a - b` and the same squared norm `a + b`. -/
theorem gvb_inner_and_norms {a b : ℝ} (ha : 0 ≤ a) (hb : 0 ≤ b) {g u : E}
    (hg : ‖g‖ = 1) (hu : ‖u‖ = 1) (hgu : inner ℝ g u = 0) :
    inner ℝ (gvbPlus a b g u) (gvbMinus a b g u) = a - b ∧
      ‖gvbPlus a b g u‖ ^ 2 = a + b ∧ ‖gvbMinus a b g u‖ ^ 2 = a + b := by
  have gg : inner ℝ g g = 1 := by rw [real_inner_self_eq_norm_sq, hg, one_pow]
  have uu : inner ℝ u u = 1 := by rw [real_inner_self_eq_norm_sq, hu, one_pow]
  have ug : inner ℝ u g = 0 := by rw [real_inner_comm, hgu]
  have sa := Real.mul_self_sqrt ha
  have sb := Real.mul_self_sqrt hb
  rw [← real_inner_self_eq_norm_sq, ← real_inner_self_eq_norm_sq]
  simp only [gvbPlus, gvbMinus, inner_add_left, inner_add_right, inner_sub_left,
    inner_sub_right, real_inner_smul_left, real_inner_smul_right, gg, uu, hgu, ug]
  refine ⟨?_, ?_, ?_⟩
  · linear_combination sa - sb
  · linear_combination sa + sb
  · linear_combination sa + sb
```

## Strictly positive a and b keep both configurations

Strict positivity means that both closed-shell configurations are present. It also gives $a+b>0$, so both orbitals have length $\sqrt{a+b}$ and

$$S=\frac{a-b}{\sqrt{a+b}\,\sqrt{a+b}}=\frac{a-b}{a+b}.$$

The proof follows this line: `hp'` and `hq'` are the two lengths, and the last rewrite multiplies them. If just one of $a,b$ vanished, $p$ and $q$ would coincide up to sign, with $S=\pm1$ and a single closed-shell configuration. If both vanished, there would be no orbitals to normalize.

```lean
/-- For orthonormal `g, u` and positive `a, b`, the singlet pair of `√a g + √b u` and
`√a g - √b u` is the two-configuration function `2(a g⊗g - b u⊗u)`, and the normalized
overlap of the two orbitals is `(a - b)/(a + b)`. -/
theorem gvb_two_configuration {a b : ℝ} (ha : 0 < a) (hb : 0 < b) {g u : E}
    (hg : ‖g‖ = 1) (hu : ‖u‖ = 1) (hgu : inner ℝ g u = 0) :
    singletPair (gvbPlus a b g u) (gvbMinus a b g u) =
        (2 : ℝ) • (a • (g ⊗ₜ[ℝ] g) - b • (u ⊗ₜ[ℝ] u)) ∧
      overlap (gvbPlus a b g u) (gvbMinus a b g u) = (a - b) / (a + b) := by
  refine ⟨singletPair_gvb ha.le hb.le g u, ?_⟩
  obtain ⟨h, hp, hq⟩ := gvb_inner_and_norms ha.le hb.le hg hu hgu
  -- both orbitals have length √(a + b)
  have hp' : ‖gvbPlus a b g u‖ = √(a + b) := by
    rw [← hp, Real.sqrt_sq (norm_nonneg _)]
  have hq' : ‖gvbMinus a b g u‖ = √(a + b) := by
    rw [← hq, Real.sqrt_sq (norm_nonneg _)]
  rw [overlap, h, hp', hq', Real.mul_self_sqrt (by positivity)]
```

Since $a+b\ne0$, the overlap is zero exactly when $a=b$. The pair is then an open-shell singlet with one electron in each of two orthogonal orbitals, and in the $g,u$ description both configurations have coefficients of equal size.

```lean
/-- For orthonormal `g, u` and positive `a, b`, the orbitals `√a g + √b u` and `√a g - √b u` have
zero overlap exactly when the two configurations enter with coefficients of equal size, `a = b`. -/
theorem overlap_eq_zero_iff {a b : ℝ} (ha : 0 < a) (hb : 0 < b) {g u : E}
    (hg : ‖g‖ = 1) (hu : ‖u‖ = 1) (hgu : inner ℝ g u = 0) :
    overlap (gvbPlus a b g u) (gvbMinus a b g u) = 0 ↔ a = b := by
  have hab : a + b ≠ 0 := by positivity
  rw [(gvb_two_configuration ha hb hg hu hgu).2, div_eq_zero_iff, or_iff_left hab,
    sub_eq_zero]
```

## Orthonormal configurations turn coefficients into weights

The weight of a normalized configuration is its squared inner product with the pair function, divided by the squared norm of that function. This reading relies on $g\otimes g$ and $u\otimes u$ being orthonormal, which follows from the tensor inner product:

$$\langle g\otimes g,u\otimes u\rangle=\langle g,u\rangle^2=0,\qquad
\langle g\otimes g,g\otimes g\rangle=\langle u\otimes u,u\otimes u\rangle=1.$$

If $g$ and $u$ were not orthogonal, the configurations would overlap, and the weights defined in this way would not in general add up to one.

The next lemma computes the components $2a$ and $-2b$ and the squared norm $4(a^2+b^2)$ for any orthonormal pair of vectors.

```lean
/-- For orthonormal `x, y`, the vector `2(a x - b y)` has components `2a` and `-2b` and
squared norm `4(a² + b²)`. -/
theorem two_configuration_components {F : Type*} [NormedAddCommGroup F]
    [InnerProductSpace ℝ F] {x y : F} (hx : inner ℝ x x = 1) (hy : inner ℝ y y = 1)
    (hxy : inner ℝ x y = 0) (a b : ℝ) :
    inner ℝ x ((2 : ℝ) • (a • x - b • y)) = 2 * a ∧
      inner ℝ y ((2 : ℝ) • (a • x - b • y)) = -(2 * b) ∧
      ‖(2 : ℝ) • (a • x - b • y)‖ ^ 2 = 4 * (a ^ 2 + b ^ 2) := by
  have hyx : inner ℝ y x = 0 := by rw [real_inner_comm, hxy]
  rw [← real_inner_self_eq_norm_sq]
  simp only [inner_sub_left, inner_sub_right, real_inner_smul_left,
    real_inner_smul_right, hx, hy, hxy, hyx]
  refine ⟨?_, ?_, ?_⟩ <;> ring
```

The normalized pair function is therefore $(a\,g\otimes g-b\,u\otimes u)/\sqrt{a^2+b^2}$, with weights $a^2/(a^2+b^2)$ and $b^2/(a^2+b^2)$. From the overlap formula,

$$a=\tfrac12(a+b)(1+S),\qquad b=\tfrac12(a+b)(1-S),\qquad a^2+b^2=\tfrac12(a+b)^2(1+S^2).$$

Substitution gives

$$w_g=\frac{(1+S)^2}{2(1+S^2)},\qquad w_u=\frac{(1-S)^2}{2(1+S^2)}.$$

For example, take $a=4$ and $b=1$. Then $p=2g+u$ and $q=2g-u$, with $\langle p,q\rangle=3$ and $\|p\|^2=\|q\|^2=5$, so $S=3/5$. The pair function is $8\,g\otimes g-2\,u\otimes u$, or $(4\,g\otimes g-u\otimes u)/\sqrt{17}$ when normalized. Its weights are $16/17$ and $1/17$, and the formula agrees: $w_g=2.56/2.72=16/17$.

In the proof, `tg`, `tu` and `tgu` establish orthonormality of the configurations, `h1` to `h3` supply the components and norm, and `hx` is the relation $S(a+b)=a-b$. Positivity makes the denominators nonzero, so the fractions can be cross-multiplied and the identities closed using `hx`.

```lean
/-- For orthonormal `g, u` and positive `a, b`, let `S` be the normalized overlap of `√a g + √b u`
and `√a g - √b u`. In their normalized singlet pair, the configurations `g⊗g` and `u⊗u` have weights
`(1 + S)²/(2(1 + S²))` and `(1 - S)²/(2(1 + S²))`. -/
theorem configuration_weights {a b : ℝ} (ha : 0 < a) (hb : 0 < b) {g u : E}
    (hg : ‖g‖ = 1) (hu : ‖u‖ = 1) (hgu : inner ℝ g u = 0) :
    let Ψ := singletPair (gvbPlus a b g u) (gvbMinus a b g u)
    let S := overlap (gvbPlus a b g u) (gvbMinus a b g u)
    (inner ℝ (g ⊗ₜ[ℝ] g) Ψ) ^ 2 / ‖Ψ‖ ^ 2 = (1 + S) ^ 2 / (2 * (1 + S ^ 2)) ∧
      (inner ℝ (u ⊗ₜ[ℝ] u) Ψ) ^ 2 / ‖Ψ‖ ^ 2 = (1 - S) ^ 2 / (2 * (1 + S ^ 2)) := by
  intro Ψ S
  have gg : inner ℝ g g = 1 := by rw [real_inner_self_eq_norm_sq, hg, one_pow]
  have uu : inner ℝ u u = 1 := by rw [real_inner_self_eq_norm_sq, hu, one_pow]
  obtain ⟨hΨ, hS⟩ := gvb_two_configuration ha hb hg hu hgu
  -- the two closed-shell configurations are orthonormal
  have tg : inner ℝ (g ⊗ₜ[ℝ] g) (g ⊗ₜ[ℝ] g) = 1 := by
    rw [TensorProduct.inner_tmul, gg, one_mul]
  have tu : inner ℝ (u ⊗ₜ[ℝ] u) (u ⊗ₜ[ℝ] u) = 1 := by
    rw [TensorProduct.inner_tmul, uu, one_mul]
  have tgu : inner ℝ (g ⊗ₜ[ℝ] g) (u ⊗ₜ[ℝ] u) = 0 := by
    rw [TensorProduct.inner_tmul, hgu, zero_mul]
  have H := two_configuration_components (F := E ⊗[ℝ] E) (x := g ⊗ₜ[ℝ] g)
    (y := u ⊗ₜ[ℝ] u) tg tu tgu a b
  have h1 : inner ℝ (g ⊗ₜ[ℝ] g) Ψ = 2 * a := by
    change inner ℝ (g ⊗ₜ[ℝ] g) (singletPair _ _) = _
    rw [hΨ]
    exact H.1
  have h2 : inner ℝ (u ⊗ₜ[ℝ] u) Ψ = -(2 * b) := by
    change inner ℝ (u ⊗ₜ[ℝ] u) (singletPair _ _) = _
    rw [hΨ]
    exact H.2.1
  have h3 : ‖Ψ‖ ^ 2 = 4 * (a ^ 2 + b ^ 2) := by
    change ‖singletPair _ _‖ ^ 2 = _
    rw [hΨ]
    exact H.2.2
  -- the overlap formula with its denominator cleared
  have hx : S * (a + b) = a - b := by
    change overlap _ _ * (a + b) = _
    rw [hS, div_mul_cancel₀ _ (by positivity)]
  have n1 : 4 * (a ^ 2 + b ^ 2) ≠ 0 := by positivity
  have n2 : 2 * (1 + S ^ 2) ≠ 0 := by positivity
  rw [h1, h2, h3, div_eq_div_iff n1 n2, div_eq_div_iff n1 n2]
  constructor
  · linear_combination (-4 * (a * (1 - S) + b * (1 + S))) * hx
  · linear_combination (4 * (a * (1 - S) + b * (1 + S))) * hx
```

## Unit orbitals with |s| < 1 can be taken apart again

The converse starts from two normalized orbitals $p,q$ with overlap $s=\langle p,q\rangle$. The condition $|s|<1$ says that they are genuinely different, not equal up to sign. Their sum and difference satisfy

$$\|p+q\|^2=2(1+s),\qquad \|p-q\|^2=2(1-s),\qquad
\langle p+q,p-q\rangle=\|p\|^2-\|q\|^2=0.$$

Both lengths are positive, so

$$g=\frac{p+q}{\sqrt{2(1+s)}},\qquad u=\frac{p-q}{\sqrt{2(1-s)}}$$

are orthonormal. With $a=(1+s)/2$ and $b=(1-s)/2$,

$$\sqrt a\,g=\tfrac12(p+q),\qquad \sqrt b\,u=\tfrac12(p-q).$$

Adding and subtracting these recovers $p$ and $q$, and the pair function is $(1+s)\,g\otimes g-(1-s)\,u\otimes u$.

Equal norms are what make the sum and difference orthogonal; nonzero orbitals of unequal length should be normalized first. At $s=1$ the difference vanishes and no longer determines $u$; at $s=-1$ the same happens to the sum and $g$.

In the proof, `c` and `d` are $\sqrt a$ and $\sqrt b$, while `k` and `l` are the normalizing factors $1/(2c)$ and $1/(2d)$. The statements `hP` and `hQ` recover the original orbitals. The remaining goals are the two norms, orthogonality, and the pair function obtained from `singletPair_gvb`.

The theorem guarantees that such $g$ and $u$ exist. It involves no Hamiltonian, so which $s$ minimizes the energy, and how several pairs combine in a molecular GVB calculation, are separate questions.

```lean
/-- Conversely, any two normalized orbitals with overlap `s`, `|s| < 1`, come from an
orthonormal pair `g, u` with `a = (1 + s)/2` and `b = (1 - s)/2`, and their singlet pair is
`(1 + s) g⊗g - (1 - s) u⊗u`. -/
theorem exists_natural_orbitals {p q : E} (hp : ‖p‖ = 1) (hq : ‖q‖ = 1)
    (hs : |inner ℝ p q| < 1) :
    ∃ g u : E, ‖g‖ = 1 ∧ ‖u‖ = 1 ∧ inner ℝ g u = 0 ∧
      p = gvbPlus ((1 + inner ℝ p q) / 2) ((1 - inner ℝ p q) / 2) g u ∧
      q = gvbMinus ((1 + inner ℝ p q) / 2) ((1 - inner ℝ p q) / 2) g u ∧
      singletPair p q = (1 + inner ℝ p q) • (g ⊗ₜ[ℝ] g)
        - (1 - inner ℝ p q) • (u ⊗ₜ[ℝ] u) := by
  obtain ⟨hl, hr⟩ := abs_lt.mp hs
  have pp : inner ℝ p p = 1 := by rw [real_inner_self_eq_norm_sq, hp, one_pow]
  have qq : inner ℝ q q = 1 := by rw [real_inner_self_eq_norm_sq, hq, one_pow]
  have qp : inner ℝ q p = inner ℝ p q := real_inner_comm p q
  have ha : 0 < (1 + inner ℝ p q) / 2 := by linarith
  have hb : 0 < (1 - inner ℝ p q) / 2 := by linarith
  obtain ⟨c, hc⟩ : ∃ c, c = √((1 + inner ℝ p q) / 2) := ⟨_, rfl⟩
  obtain ⟨d, hd⟩ : ∃ d, d = √((1 - inner ℝ p q) / 2) := ⟨_, rfl⟩
  have c0 : 0 < c := hc ▸ Real.sqrt_pos.mpr ha
  have d0 : 0 < d := hd ▸ Real.sqrt_pos.mpr hb
  have cc : c * c = (1 + inner ℝ p q) / 2 := by rw [hc, Real.mul_self_sqrt ha.le]
  have dd : d * d = (1 - inner ℝ p q) / 2 := by rw [hd, Real.mul_self_sqrt hb.le]
  obtain ⟨k, hk⟩ : ∃ k, k * (2 * c) = 1 := ⟨(2 * c)⁻¹, inv_mul_cancel₀ (by positivity)⟩
  obtain ⟨l, hl'⟩ : ∃ l, l * (2 * d) = 1 := ⟨(2 * d)⁻¹, inv_mul_cancel₀ (by positivity)⟩
  have ck : c * k = 1 / 2 := by linarith
  have dl : d * l = 1 / 2 := by linarith
  -- g and u are the normalized sum and difference of p and q
  have hP : p = gvbPlus ((1 + inner ℝ p q) / 2) ((1 - inner ℝ p q) / 2)
      (k • (p + q)) (l • (p - q)) := by
    rw [gvbPlus, ← hc, ← hd, smul_smul, smul_smul, ck, dl]
    module
  have hQ : q = gvbMinus ((1 + inner ℝ p q) / 2) ((1 - inner ℝ p q) / 2)
      (k • (p + q)) (l • (p - q)) := by
    rw [gvbMinus, ← hc, ← hd, smul_smul, smul_smul, ck, dl]
    module
  refine ⟨k • (p + q), l • (p - q), ?_, ?_, ?_, hP, hQ, ?_⟩
  · rw [← pow_eq_one_iff_of_nonneg (norm_nonneg _) two_ne_zero,
      ← real_inner_self_eq_norm_sq]
    simp only [inner_add_left, inner_add_right, real_inner_smul_left,
      real_inner_smul_right, pp, qq, qp]
    linear_combination (-4 * k ^ 2) * cc + (2 * k * c + 1) * hk
  · rw [← pow_eq_one_iff_of_nonneg (norm_nonneg _) two_ne_zero,
      ← real_inner_self_eq_norm_sq]
    simp only [inner_sub_left, inner_sub_right, real_inner_smul_left,
      real_inner_smul_right, pp, qq, qp]
    linear_combination (-4 * l ^ 2) * dd + (2 * l * d + 1) * hl'
  · simp only [inner_add_left, inner_sub_right, real_inner_smul_left,
      real_inner_smul_right, pp, qq, qp]
    ring
  · have h := singletPair_gvb ha.le hb.le (k • (p + q)) (l • (p - q))
    rw [← hP, ← hQ] at h
    rw [h]
    module

end

end GVBPair
```

```lean
#print axioms GVBPair.gvb_two_configuration
#print axioms GVBPair.overlap_eq_zero_iff
#print axioms GVBPair.configuration_weights
#print axioms GVBPair.exists_natural_orbitals
```

```
'GVBPair.gvb_two_configuration' depends on axioms: [propext, Classical.choice, Quot.sound]
'GVBPair.overlap_eq_zero_iff' depends on axioms: [propext, Classical.choice, Quot.sound]
'GVBPair.configuration_weights' depends on axioms: [propext, Classical.choice, Quot.sound]
'GVBPair.exists_natural_orbitals' depends on axioms: [propext, Classical.choice, Quot.sound]
```
